# At fixed partition energies, the derivative of the adaptive energy in one group's smoothing value is the high-level minus the low-level adaptive energy

In the adaptive energy, each group of a finite buffer is treated at either a high or a low level, and the energies of all such partitions are summed with weights that are products of $p_i$ for high-level groups and $1-p_i$ for low-level ones. The theorem adds a group $j\notin B$ to the buffer $B$ and states that the derivative of this energy in the smoothing value of $j$ is the adaptive energy over $B$ with $j$ at the high level minus that with $j$ at the low level. The partition energies are arbitrary real numbers that do not vary with the smoothing values, and the smoothing values are themselves arbitrary reals, not confined to $[0,1]$. The proof shows that the energies over $B$ do not depend on the value at $j$, writes the full energy as a linear function of that value, and differentiates it.

This version doesn't compile in Lean 4 with Mathlib:

```lean
import Mathlib

open Finset

namespace HasDerivAtEnergy

noncomputable section

variable {ι : Type*} [DecidableEq ι]

/-- Weight of the partition in which the groups `S` of the buffer `B` are treated at the high
level and the groups of `B` outside `S` at the low level. -/
def weight (B : Finset ι) (p : ι → ℝ) (S : Finset ι) : ℝ :=
  (∏ i ∈ S, p i) * ∏ i ∈ B \ S, (1 - p i)

/-- Adaptive energy: the weighted sum of the partition energies `E S` over all subsets `S` of
the buffer `B`. -/
def energy (B : Finset ι) (p : ι → ℝ) (E : Finset ι → ℝ) : ℝ :=
  ∑ S ∈ B.powerset, weight B p S * E S

/-- A group `j` outside `B`, added both to `B` and to the high-level set `S`, leaves the set of
low-level groups unchanged. -/
theorem low_level_insert {B : Finset ι} {j : ι} (hj : j ∉ B) (S : Finset ι) :
    insert j B \ insert j S = B \ S := by
  ext a
  simp only [mem_sdiff, mem_insert]
  constructor
  · rintro ⟨h1, h2⟩
    tauto
  · rintro ⟨h1, h2⟩
    have : a ≠ j := by
      rintro rfl
      exact hj h1
    tauto

/-- A new buffer group `j` interpolates linearly between the adaptive energy with `j` at the low
level and the adaptive energy with `j` at the high level. -/
theorem energy_insert (p : ι → ℝ) (E : Finset ι → ℝ) {B : Finset ι} {j : ι} (hj : j ∉ B) :
    energy (insert j B) p E =
      (1 - p j) * energy B p E + p j * energy B p (fun S => E (insert j S)) := by
  unfold energy
  rw [Finset.sum_powerset_insert hj, Finset.mul_sum, Finset.mul_sum]
  congr 1
  · refine Finset.sum_congr rfl fun S hS => ?_
    have hjS : j ∉ S := fun h => hj (mem_powerset.1 hS h)
    have hjd : j ∉ B \ S := fun h => hj (mem_sdiff.1 h).1
    unfold weight
    rw [Finset.insert_sdiff_of_notMem _ hjS, Finset.prod_insert hjd]
    ring
  · refine Finset.sum_congr rfl fun S hS => ?_
    have hjS : j ∉ S := fun h => hj (mem_powerset.1 hS h)
    unfold weight
    rw [low_level_insert hj, Finset.prod_insert hjS]
    ring

/-- The derivative of the adaptive energy in the smoothing value of group `j` is the difference
between the adaptive energies with `j` at the high level and with `j` at the low level. -/
theorem hasDerivAt_energy (p : ι → ℝ) (E : Finset ι → ℝ) {B : Finset ι} {j : ι} (hj : j ∉ B)
    (x : ℝ) :
    HasDerivAt (fun t => energy (insert j B) (Function.update p j t) E)
      (energy B p (fun S => E (insert j S)) - energy B p E) x := by
  -- the energies of the remaining buffer do not depend on the value at `j`
  have hu : ∀ (t : ℝ) (F : Finset ι → ℝ),
      energy B (Function.update p j t) F = energy B p F := by
    intro t F
    have hne : ∀ i ∈ B, Function.update p j t i = p i := fun i hi =>
      Function.update_of_ne (fun h => hj (h ▸ hi)) t p
    refine Finset.sum_congr rfl fun S hS => ?_
    unfold weight
    rw [Finset.prod_congr rfl fun i hi => hne i (mem_powerset.1 hS hi),
      Finset.prod_congr rfl fun i hi => congrArg (1 - ·) (hne i (mem_sdiff.1 hi).1)]
  have hf : (fun t => energy (insert j B) (Function.update p j t) E) = fun t =>
      t * (energy B p (fun S => E (insert j S)) - energy B p E) + energy B p E := by
    funext t
    rw [energy_insert _ E hj, hu, hu, Function.update_self]
    ring
  rw [hf]
  simpa using ((hasDerivAt_id x).mul_const
    (energy B p (fun S => E (insert j S)) - energy B p E)).add_const (energy B p E)

end

end HasDerivAtEnergy
```

Lean reports:

```
Main.lean:67:42: error: invalid `▸` notation, expected result type of cast is 
  j ∈ B
however, the equality 
  h
of type 
  ?m.61 = ?m.62
does not contain the expected result type on either the left or the right hand side
```

The error is in the step `hne`, which says that changing `p` at `j` leaves its value at every `i ∈ B` unchanged. `Function.update_of_ne` needs a proof of `i ≠ j` for this, and the attempt gives it as `fun h => hj (h ▸ hi)`, where `h ▸ hi` should turn `i ∈ B` into `j ∈ B`.

When Lean elaborates the `▸`, however, the type of `h` is still `?m.61 = ?m.62`: neither side has yet been identified with `i` or `j`. Lean therefore can't see how to use `h` to reach the expected type `j ∈ B`, and rejects the cast. The mathematical argument is sound.

The repair states `hij : i ≠ j` separately, so that `h` has the definite type `i = j` from the start. Then `rw [h] at hi` turns `hi` into `j ∈ B`, which `hj` contradicts, and the finished `hij` is passed to `Function.update_of_ne`. Writing `hne` as a `by` block with `intro i hi` only makes room for these steps.

As a diff, the version that Lean accepts:

```diff
@@ -64,6 +64,11 @@
       energy B (Function.update p j t) F = energy B p F := by
     intro t F
-    have hne : ∀ i ∈ B, Function.update p j t i = p i := fun i hi =>
-      Function.update_of_ne (fun h => hj (h ▸ hi)) t p
+    have hne : ∀ i ∈ B, Function.update p j t i = p i := by
+      intro i hi
+      have hij : i ≠ j := by
+        intro h
+        rw [h] at hi
+        exact hj hi
+      exact Function.update_of_ne hij t p
     refine Finset.sum_congr rfl fun S hS => ?_
     unfold weight
```
